# For Heisenberg-coupled spins a ≥ b > 0, the high-spin to broken-symmetry gap is 2a/(2a+1) of the high-spin to low-spin gap

## Why does the up-down state give only part of the spin-state gap?

I have two magnetic centres with spins a ≥ b > 0 and exchange H = −2J A·B, and to use a broken-symmetry calculation I must decide which spin state its solution stands for. I take a unit vector with A_z = a and B_z = −b: one centre fully up, the other fully down.

Its total projection is a − b, just as in the top member of the low-spin multiplet, so I expected its energy to serve as the low-spin energy. For two spins one-half, however, the gap to the high-spin state comes out at half the singlet–triplet gap. Is there a fixed correction for general a and b, or does it depend on J and on further details of the state?

## Sharp local projections remove the transverse exchange energy

With your choice of state the correction is fixed: the gap you compute is 2a/(2a+1) of the true one, whatever b and J ≠ 0 are. The two projections are all that is needed about the state, although it is not an eigenstate of H.

Write ⟨M⟩ for the expectation value of M in the broken-symmetry vector v, and set ħ = 1. If Z is Hermitian and Zv = μv with μ real, then for every M

⟨ZM − MZ⟩ = μ⟨M⟩ − μ⟨M⟩ = 0,

because Z can act on the bra in the first term and on the ket in the second. Now take Z = A_z. Since A_z commutes with every component of B, the angular momentum commutators give

[A_z, A_y B_x] = −i A_x B_x

[A_z, A_x B_y] = i A_y B_y.

Both left-hand sides have zero expectation value, so ⟨A_x B_x⟩ = ⟨A_y B_y⟩ = 0. Only the z term is left:

⟨A·B⟩ = ⟨A_z B_z⟩ = −ab.

For a state of total spin s, expand the square of the total spin:

(A + B)² = A² + B² + 2 A·B.

Hence A·B has the eigenvalue

[s(s+1) − a(a+1) − b(b+1)]/2.

This is ab for s = a + b, and −b(a+1) for s = a − b. Multiplying by −2J gives the high-spin, low-spin and broken-symmetry energies:

E_HS = −2Jab

E_LS = 2Jb(a+1)

E_BS = 2Jab.

The two gaps are therefore

E_HS − E_BS = −4Jab

E_HS − E_LS = −2Jb(2a+1),

and their quotient is 2a/(2a+1). It equals 1/2 for a = 1/2 and 5/6 for a = 5/2.

The same energies give a neighbouring result: E_LS − E_BS = 2Jb, which doesn't depend on a. For antiferromagnetic coupling, J < 0 in this convention, the low-spin state lies 2|J|b below the broken-symmetry energy.

In broken-symmetry density functional calculations, the ratio converts a computed gap into the spin-state gap of an isotropic two-centre Heisenberg model. The step that remains an assumption is that the energies of the Kohn–Sham solutions equal the expectation values of H in these spin vectors, up to a common constant that cancels in the gaps. In heavy-element compounds, spin–orbit coupling can also add anisotropic exchange, which H leaves out.

Here is the argument in Lean 4 with Mathlib.

```lean
import Mathlib

open Matrix
open scoped Kronecker

namespace BrokenSymmetryExchange

variable {m n : Type*} [Fintype m] [DecidableEq m] [Fintype n] [DecidableEq n]

/-- The scalar product `A·B` of two triples of operators. -/
def dot (A B : Fin 3 → Matrix n n ℂ) : Matrix n n ℂ :=
  A 0 * B 0 + A 1 * B 1 + A 2 * B 2

/-- A Hermitian triple with the cyclic angular momentum commutators and `S² = s(s+1)`. -/
structure IsSpin (s : ℝ) (S : Fin 3 → Matrix n n ℂ) : Prop where
  herm : ∀ i, (S i).IsHermitian
  comm : ∀ i, S i * S (i + 1) - S (i + 1) * S i = Complex.I • S (i + 2)
  casimir : dot S S = ((s * (s + 1) : ℝ) : ℂ) • (1 : Matrix n n ℂ)

/-- Two spin triples, of spins `a` and `b`, that commute with each other. -/
structure IsSpinPair (a b : ℝ) (A B : Fin 3 → Matrix n n ℂ) : Prop where
  left : IsSpin a A
  right : IsSpin b B
  comm : ∀ i j, A i * B j = B j * A i

/-- The Heisenberg exchange Hamiltonian `H = -2J A·B`. -/
noncomputable def heisenberg (J : ℝ) (A B : Fin 3 → Matrix n n ℂ) : Matrix n n ℂ :=
  ((-2 * J : ℝ) : ℂ) • dot A B

/-- The real part of `⟨v, M v⟩`, the expectation value of a Hermitian `M` in a unit vector `v`. -/
def expect (M : Matrix n n ℂ) (v : n → ℂ) : ℝ := (star v ⬝ᵥ M *ᵥ v).re

/-- A unit vector on which `(A + B)²` has the eigenvalue `s(s+1)`. -/
structure HasTotalSpin (A B : Fin 3 → Matrix n n ℂ) (s : ℝ) (v : n → ℂ) : Prop where
  unit : star v ⬝ᵥ v = 1
  eigen : dot (A + B) (A + B) *ᵥ v = ((s * (s + 1) : ℝ) : ℂ) • v

/-- A unit vector with `A_z = a` and `B_z = -b`. -/
structure IsBrokenSymmetry (a b : ℝ) (A B : Fin 3 → Matrix n n ℂ) (v : n → ℂ) : Prop where
  unit : star v ⬝ᵥ v = 1
  left : A 2 *ᵥ v = (a : ℂ) • v
  right : B 2 *ᵥ v = ((-b : ℝ) : ℂ) • v

variable {a b : ℝ} {A B : Fin 3 → Matrix n n ℂ} {v : n → ℂ}

omit [DecidableEq n] in
/-- In an eigenvector of a Hermitian `Z` with real eigenvalue, every commutator with `Z`
has zero expectation value. -/
theorem commutator_expect_zero {Z : Matrix n n ℂ} (hZ : Z.IsHermitian) (M : Matrix n n ℂ)
    {μ : ℝ} (hv : Z *ᵥ v = (μ : ℂ) • v) : star v ⬝ᵥ (Z * M - M * Z) *ᵥ v = 0 := by
  -- let Z act to the left on the bra
  have h1 : star v ᵥ* Z = (μ : ℂ) • star v := by
    have h := Matrix.star_mulVec Z v
    rw [hZ.eq, hv] at h
    rw [← h]
    ext i
    simp
  rw [Matrix.sub_mulVec, dotProduct_sub, ← Matrix.mulVec_mulVec, ← Matrix.mulVec_mulVec, hv,
    Matrix.mulVec_smul, Matrix.dotProduct_mulVec (star v) Z (M *ᵥ v), h1, smul_dotProduct,
    dotProduct_smul, sub_self]

/-- In a unit vector with sharp `A_z = μ` and `B_z = ν`, the expectation value of `A·B`
for a commuting spin pair is `μν`. -/
theorem expect_dot_of_projections {μ ν : ℝ} (h : IsSpinPair a b A B) (hv : star v ⬝ᵥ v = 1)
    (hA : A 2 *ᵥ v = (μ : ℂ) • v) (hB : B 2 *ᵥ v = (ν : ℂ) • v) :
    expect (dot A B) v = μ * ν := by
  have yz : A 1 * A 2 - A 2 * A 1 = Complex.I • A 0 := h.left.comm 1
  have zx : A 2 * A 0 - A 0 * A 2 = Complex.I • A 1 := h.left.comm 2
  -- the transverse terms are commutators with A_z
  have T {c : ℂ} (hc : c ≠ 0) {X Y : Matrix n n ℂ} (j : Fin 3)
      (hX : A 2 * X - X * A 2 = c • Y) : star v ⬝ᵥ (Y * B j) *ᵥ v = 0 := by
    have e : A 2 * (X * B j) - X * B j * A 2 = c • (Y * B j) := by
      rw [← smul_mul_assoc, ← hX, mul_assoc X (B j), ← h.comm 2 j]
      noncomm_ring
    have k := commutator_expect_zero (h.left.herm 2) (X * B j) hA
    rw [e, Matrix.smul_mulVec, dotProduct_smul, smul_eq_zero] at k
    exact k.resolve_left hc
  have hx := T (neg_ne_zero.2 Complex.I_ne_zero) (X := A 1) (Y := A 0) 0
    (by rw [neg_smul, ← yz, neg_sub])
  have hy := T Complex.I_ne_zero 1 zx
  have hz : star v ⬝ᵥ (A 2 * B 2) *ᵥ v = ((μ * ν : ℝ) : ℂ) := by
    rw [← Matrix.mulVec_mulVec, hB, Matrix.mulVec_smul, hA, smul_smul, dotProduct_smul, hv,
      smul_eq_mul, mul_one]
    push_cast
    ring
  rw [expect, dot, Matrix.add_mulVec, Matrix.add_mulVec, dotProduct_add, dotProduct_add,
    hx, hy, hz, zero_add, zero_add, Complex.ofReal_re]

/-- A state of total spin `s` of a commuting spin pair is an eigenvector of `A·B` with
eigenvalue `(s(s+1) - a(a+1) - b(b+1))/2`. -/
theorem dot_of_totalSpin {s : ℝ} (h : IsSpinPair a b A B) (hv : HasTotalSpin A B s v) :
    dot A B *ᵥ v = (((s * (s + 1) - a * (a + 1) - b * (b + 1)) / 2 : ℝ) : ℂ) • v := by
  -- (A + B)² = A² + B² + 2 A·B
  have e : dot (A + B) (A + B) = dot A A + dot B B + (dot A B + dot A B) := by
    simp only [dot, Pi.add_apply, mul_add, add_mul, ← h.comm]
    abel
  have k := hv.eigen
  rw [e, h.left.casimir, h.right.casimir] at k
  simp only [Matrix.add_mulVec, Matrix.smul_mulVec, Matrix.one_mulVec] at k
  ext i
  have ki := congrFun k i
  simp only [Pi.add_apply, Pi.smul_apply, smul_eq_mul] at ki ⊢
  push_cast at ki ⊢
  linear_combination ki / 2

/-- For a commuting spin pair with `b ≤ a`, a low-spin state, of total spin `|a - b|`, is an
eigenvector of `A·B` with eigenvalue `-b(a+1)`. -/
theorem dot_lowSpin (hba : b ≤ a) (h : IsSpinPair a b A B) (hv : HasTotalSpin A B |a - b| v) :
    dot A B *ᵥ v = ((-(b * (a + 1)) : ℝ) : ℂ) • v := by
  rw [dot_of_totalSpin h hv, abs_of_nonneg (sub_nonneg.2 hba)]
  congr 2
  ring

/-- The exchange energy of a state of total spin `s` of a commuting spin pair is
`-J(s(s+1) - a(a+1) - b(b+1))`. -/
theorem energy_totalSpin (J : ℝ) {s : ℝ} (h : IsSpinPair a b A B) (hv : HasTotalSpin A B s v) :
    expect (heisenberg J A B) v = -J * (s * (s + 1) - a * (a + 1) - b * (b + 1)) := by
  rw [expect, heisenberg, Matrix.smul_mulVec, dot_of_totalSpin h hv, dotProduct_smul,
    dotProduct_smul, hv.unit, smul_eq_mul, smul_eq_mul, mul_one, Complex.re_ofReal_mul,
    Complex.ofReal_re]
  ring

/-- For a commuting spin pair with spins `a ≥ b > 0`, and for `J ≠ 0`, the high-spin minus low-spin
gap is nonzero, and the high-spin minus broken-symmetry gap is the fraction `2a/(2a+1)` of it. -/
theorem brokenSymmetry_gap_ratio {J : ℝ} (hJ : J ≠ 0) (hb : 0 < b) (hba : b ≤ a)
    (h : IsSpinPair a b A B) {hs ls bs : n → ℂ} (hHS : HasTotalSpin A B (a + b) hs)
    (hLS : HasTotalSpin A B |a - b| ls) (hBS : IsBrokenSymmetry a b A B bs) :
    expect (heisenberg J A B) hs - expect (heisenberg J A B) ls ≠ 0 ∧
    (expect (heisenberg J A B) hs - expect (heisenberg J A B) bs) /
      (expect (heisenberg J A B) hs - expect (heisenberg J A B) ls) = 2 * a / (2 * a + 1) := by
  have ha : 2 * a + 1 ≠ 0 := by linarith
  have gap : expect (heisenberg J A B) hs - expect (heisenberg J A B) ls
      = -2 * J * b * (2 * a + 1) := by
    rw [energy_totalSpin J h hHS, energy_totalSpin J h hLS, abs_of_nonneg (sub_nonneg.2 hba)]
    ring
  have gap_ne : -2 * J * b * (2 * a + 1) ≠ 0 :=
    mul_ne_zero (mul_ne_zero (mul_ne_zero (by norm_num) hJ) hb.ne') ha
  -- the broken-symmetry energy is 2Jab
  have eBS : expect (heisenberg J A B) bs = -2 * J * (a * -b) := by
    rw [← expect_dot_of_projections h hBS.unit hBS.left hBS.right, expect, expect, heisenberg,
      Matrix.smul_mulVec, dotProduct_smul, smul_eq_mul, Complex.re_ofReal_mul]
  rw [gap, energy_totalSpin J h hHS, eBS]
  refine ⟨gap_ne, ?_⟩
  rw [div_eq_div_iff gap_ne ha]
  ring

/-- Spin triples acting on the two factors of a tensor product form a commuting spin pair. -/
theorem isSpinPair_kronecker {S : Fin 3 → Matrix m m ℂ} {T : Fin 3 → Matrix n n ℂ}
    (hS : IsSpin a S) (hT : IsSpin b T) :
    IsSpinPair a b (fun i => S i ⊗ₖ (1 : Matrix n n ℂ)) (fun i => (1 : Matrix m m ℂ) ⊗ₖ T i) := by
  have cS := hS.casimir
  have cT := hT.casimir
  rw [dot] at cS cT
  refine ⟨⟨fun i => ?_, fun i => ?_, ?_⟩, ⟨fun i => ?_, fun i => ?_, ?_⟩, fun i j => ?_⟩
  · rw [Matrix.IsHermitian, Matrix.conjTranspose_kronecker, (hS.herm i).eq,
      Matrix.conjTranspose_one]
  · simp only [sub_eq_iff_eq_add, ← Matrix.mul_kronecker_mul, one_mul,
      sub_eq_iff_eq_add.1 (hS.comm i), Matrix.add_kronecker, Matrix.smul_kronecker]
  · simp only [dot, ← Matrix.mul_kronecker_mul, one_mul, ← Matrix.add_kronecker, cS,
      Matrix.smul_kronecker, Matrix.one_kronecker_one]
  · rw [Matrix.IsHermitian, Matrix.conjTranspose_kronecker, (hT.herm i).eq,
      Matrix.conjTranspose_one]
  · simp only [sub_eq_iff_eq_add, ← Matrix.mul_kronecker_mul, one_mul,
      sub_eq_iff_eq_add.1 (hT.comm i), Matrix.kronecker_add, Matrix.kronecker_smul]
  · simp only [dot, ← Matrix.mul_kronecker_mul, one_mul, ← Matrix.kronecker_add, cT,
      Matrix.kronecker_smul, Matrix.one_kronecker_one]
  · simp only [← Matrix.mul_kronecker_mul, one_mul, mul_one]

/-- The spin one-half matrices, half the Pauli matrices. -/
noncomputable def halfSpin : Fin 3 → Matrix (Fin 2) (Fin 2) ℂ :=
  ![!![0, 1 / 2; 1 / 2, 0], !![0, -Complex.I / 2; Complex.I / 2, 0], !![1 / 2, 0; 0, -1 / 2]]

/-- The two-site vector whose amplitudes are the entries of `M`, not normalised in general. -/
def pairState (M : Matrix (Fin 2) (Fin 2) ℂ) : Fin 2 × Fin 2 → ℂ := fun p => M p.1 p.2

/-- The matrices `halfSpin` form a spin triple of spin one-half. -/
theorem isSpin_halfSpin : IsSpin (1 / 2) halfSpin := by
  refine ⟨fun i => Matrix.IsHermitian.ext fun j k => ?_, fun i => ?_, ?_⟩
  · fin_cases i <;> fin_cases j <;> fin_cases k <;> simp [halfSpin]
  · fin_cases i <;> ext j k <;> fin_cases j <;> fin_cases k <;>
      simp [halfSpin, Complex.ext_iff] <;> norm_num
  · ext j k
    fin_cases j <;> fin_cases k <;>
      simp [halfSpin, dot, Complex.ext_iff] <;> norm_num

/-- Two spins one-half on a tensor product, with the up-up, singlet and up-down vectors,
meet all the relations required of the spin pair and its three states. -/
theorem brokenSymmetry_witness :
    let A : Fin 3 → Matrix (Fin 2 × Fin 2) (Fin 2 × Fin 2) ℂ := fun i => halfSpin i ⊗ₖ 1
    let B : Fin 3 → Matrix (Fin 2 × Fin 2) (Fin 2 × Fin 2) ℂ := fun i => 1 ⊗ₖ halfSpin i
    IsSpinPair (1 / 2) (1 / 2) A B ∧
    HasTotalSpin A B (1 / 2 + 1 / 2) (pairState !![1, 0; 0, 0]) ∧
    HasTotalSpin A B |1 / 2 - 1 / 2| (pairState !![0, ⟨1 / 2, 1 / 2⟩; ⟨-1 / 2, -1 / 2⟩, 0]) ∧
    IsBrokenSymmetry (1 / 2) (1 / 2) A B (pairState !![0, 1; 0, 0]) := by
  intro A B
  refine ⟨isSpinPair_kronecker isSpin_halfSpin isSpin_halfSpin,
    ⟨?_, ?_⟩, ⟨?_, ?_⟩, ⟨?_, ?_, ?_⟩⟩
  -- normalisations
  case refine_1 | refine_3 | refine_5 =>
    simp [pairState, dotProduct, Fintype.sum_prod_type, Fin.sum_univ_two, Complex.ext_iff] <;>
      norm_num
  -- eigenvalue equations, component by component
  any_goals simp only [dot, Matrix.add_mulVec, ← Matrix.mulVec_mulVec]
  all_goals
    ext ⟨i, j⟩
    fin_cases i <;> fin_cases j <;>
      simp [-Matrix.mulVec_mulVec, A, B, pairState, halfSpin, Matrix.mulVec, dotProduct,
        Fintype.sum_prod_type, Fin.sum_univ_two, Matrix.one_apply, Complex.ext_iff] <;>
      norm_num

end BrokenSymmetryExchange
```

```lean
#print axioms BrokenSymmetryExchange.dot_lowSpin
#print axioms BrokenSymmetryExchange.brokenSymmetry_gap_ratio
```

```
'BrokenSymmetryExchange.dot_lowSpin' depends on axioms: [propext, Classical.choice, Quot.sound]
'BrokenSymmetryExchange.brokenSymmetry_gap_ratio' depends on axioms: [propext, Classical.choice, Quot.sound]
```

**The statement in words.** The main theorem is `brokenSymmetry_gap_ratio`. Operators are complex matrices over a finite index type, and the indices 0, 1, 2 stand for x, y, z. `IsSpin s S` says that the triple `S` is Hermitian, obeys the cyclic commutators and has S² = s(s+1). `IsSpinPair a b A B` adds that every component of `A` commutes with every component of `B`. The letters a and b are the local spin quantum numbers, often written S_A and S_B.

The real number `J` is a postulated effective coupling. It stands for the net result of the electronic processes that make parallel and antiparallel alignment differ in energy. In `heisenberg`, the factor −2 makes positive `J` ferromagnetic.

The vectors `hs`, `ls` and `bs` are the high-spin, low-spin and broken-symmetry states. `HasTotalSpin` requires a unit vector that is an eigenvector of (A + B)² with eigenvalue s(s+1); any member of the multiplet will do, since its projection is left free. "Low-spin" means the coupled state of total spin |a − b|, not the low-spin configuration of a single metal ion. `IsBrokenSymmetry` is your choice of vector, with its normalisation. `expect` takes the real part of ⟨v, Mv⟩, which is the whole expectation value when `M` is Hermitian.

Under `J ≠ 0`, `0 < b` and `b ≤ a`, the theorem says first that E_HS − E_LS is nonzero and then that the quotient of the gaps is 2a/(2a+1). The first part ensures that the quotient is a genuine ratio, since Lean assigns the value zero to division by zero.

The three states are hypotheses of this theorem. `brokenSymmetry_witness` supplies them for two spins one-half: up-up, a singlet and up-down. The singlet has amplitudes (1+i)/2 and −(1+i)/2, which is the usual normalised singlet up to an overall phase and avoids a square root. For general spins, `isSpinPair_kronecker` shows that triples acting on the two factors of a tensor product satisfy the pair conditions.

**The proof.** `commutator_expect_zero` is the bra-and-ket argument above. `expect_dot_of_projections` applies it to the transverse terms. Its local statement `T` says that if [A_z, X] = cY with c ≠ 0, then Y B_j has zero expectation value. It is used once with X = A_y and Y = A_x, and once with X = A_x and Y = A_y. The remaining z term gives μν for any sharp projections μ and ν, so the projections needn't be extremal.

`dot_of_totalSpin` expands the square of the total spin, inserts the two local values of S² and solves for A·B; `linear_combination ki / 2` performs the final division by two in each component. `dot_lowSpin` specialises this to −b(a+1), and `energy_totalSpin` turns the general eigenvalue into an energy. In the main theorem, `gap` is the formula for E_HS − E_LS, `gap_ne` shows that it is nonzero, and `eBS` gives the broken-symmetry energy. After `div_eq_div_iff` clears the denominators, `ring` checks the remaining polynomial identity.

The device that deserves a closer look is the way a matrix is moved from the ket to the bra. Mathlib writes `M *ᵥ v` for a matrix acting on a column and `w ᵥ* M` for a row acted on from the right. The expression `star v ⬝ᵥ w` is the usual inner product, with the complex conjugate on the first vector. Two lemmas then do the work:

- `Matrix.star_mulVec` turns the conjugate of Zv into the row `star v` multiplied by the adjoint of Z. Hermiticity replaces the adjoint by Z, so the eigenvalue equation for the ket becomes one for the bra.
- `Matrix.dotProduct_mulVec` regroups ⟨v, Z(Mv)⟩ so that Z acts on the row.

Together they produce the first μ in the cancellation μ⟨M⟩ − μ⟨M⟩; the second comes directly from Zv = μv.
